# Geometric expansion of the Bose-occupation term 2n(w)(1 − cos wt)/w in powers of exp(−w/T)

The theorem `bose_expansion` concerns a single mode of energy w > 0 at temperature T > 0, in units where w/T and wt are pure numbers, with Bose occupation n(w) = 1/(exp(w/T) − 1). It states that, for every real t, the terms 2 exp(−mw/T)(1 − cos wt)/w with m = 1, 2, 3, … sum to 2n(w)(1 − cos wt)/w. This is a statement at fixed w, and no integral over w is taken. The attempt multiplies the geometric series in exp(−w/T) by a constant factor, rewrites the occupation in terms of exp(−w/T), and then tries to match the result to the goal with `convert`.

The first attempt, which Lean rejects:

```lean
import Mathlib

open MeasureTheory Set Filter Topology
open Complex (I)

namespace BoseExpansion

noncomputable section

/-- The `m`-th Bose term `2 exp(-m w / T) (1 - cos w t) / w`, for `T ≠ 0` and `w ≠ 0`. -/
def boseTerm (T t : ℝ) (m : ℕ) (w : ℝ) : ℝ :=
  2 * Real.exp (-(m / T) * w) * (1 - Real.cos (w * t)) / w

/-- Bose occupation of a pair mode of energy `w > 0` at temperature `T > 0`. -/
def occupation (T w : ℝ) : ℝ := 1 / (Real.exp (w / T) - 1)

/-- At `T > 0` and `w > 0` the Bose terms with `m ≥ 1` add up to the thermal integrand. -/
theorem bose_expansion {T w : ℝ} (hT : 0 < T) (hw : 0 < w) (t : ℝ) :
    HasSum (fun n : ℕ => boseTerm T t (n + 1) w)
      (2 * occupation T w * (1 - Real.cos (w * t)) / w) := by
  have hE : 1 < Real.exp (w / T) := Real.one_lt_exp_iff.2 (div_pos hw hT)
  have hq : Real.exp (-(w / T)) < 1 := Real.exp_lt_one (neg_neg_of_pos (div_pos hw hT))
  have h := (hasSum_geometric_of_lt_one (Real.exp_pos _).le hq).mul_left
    (2 * Real.exp (-(w / T)) * (1 - Real.cos (w * t)) / w)
  have ho : occupation T w = Real.exp (-(w / T)) * (1 - Real.exp (-(w / T)))⁻¹ := by
    have h1 : Real.exp (w / T) - 1 ≠ 0 := (sub_pos.2 hE).ne'
    have h2 : 1 - Real.exp (-(w / T)) ≠ 0 := (sub_pos.2 hq).ne'
    have h3 : Real.exp (-(w / T)) * Real.exp (w / T) = 1 := by
      rw [← Real.exp_add, neg_add_cancel, Real.exp_zero]
    rw [occupation, ← div_eq_mul_inv, div_eq_div_iff h1 h2]
    linear_combination -h3
  convert h using 1
  · funext n
    have hp : Real.exp (-(((n + 1 : ℕ) : ℝ) / T) * w)
        = Real.exp (-(w / T)) * Real.exp (-(w / T)) ^ n := by
      rw [← pow_succ', ← Real.exp_nat_mul]
      congr 1
      ring
    rw [boseTerm, hp]
    ring
  · rw [ho]
    ring

end

end BoseExpansion
```

Compiling this gives:

```
Main.lean:22:39: error(lean.unknownIdentifier): Unknown constant `Real.exp_lt_one`
Main.lean:33:4: error: Tactic `apply` failed: could not unify the conclusion of `@funext`
  ?f = ?g
with the goal
  Real.instAddCommMonoid =
    CommRing.toNonUnitalCommRing.toNonUnitalNonAssocCommRing.toNonUnitalNonAssocSemiring.toAddCommMonoid

Note: The full type of `@funext` is
  ∀ {α : Sort ?u.154} {β : α → Sort ?u.153} {f g : (x : α) → β x}, (∀ (x : α), f x = g x) → f = g

case e'_3
T w : ℝ
hT : 0 < T
hw : 0 < w
t : ℝ
hE : 1 < Real.exp (w / T)
hq : Real.exp (-(w / T)) < 1
h :
  HasSum (fun i => 2 * Real.exp (-(w / T)) * (1 - Real.cos (w * t)) / w * Real.exp (-(w / T)) ^ i)
    (2 * Real.exp (-(w / T)) * (1 - Real.cos (w * t)) / w * (1 - Real.exp (-(w / T)))⁻¹)
ho : occupation T w = Real.exp (-(w / T)) * (1 - Real.exp (-(w / T)))⁻¹
⊢ Real.instAddCommMonoid =
    CommRing.toNonUnitalCommRing.toNonUnitalNonAssocCommRing.toNonUnitalNonAssocSemiring.toAddCommMonoid
Main.lean:41:8: error: Tactic `rewrite` failed: Did not find an occurrence of the pattern
  occupation T w
in the target expression
  (fun n => boseTerm T t (n + 1) w) = fun i =>
    2 * Real.exp (-(w / T)) * (1 - Real.cos (w * t)) / w * Real.exp (-(w / T)) ^ i

case e'_5
T w : ℝ
hT : 0 < T
hw : 0 < w
t : ℝ
hE : 1 < Real.exp (w / T)
hq : Real.exp (-(w / T)) < 1
h :
  HasSum (fun i => 2 * Real.exp (-(w / T)) * (1 - Real.cos (w * t)) / w * Real.exp (-(w / T)) ^ i)
    (2 * Real.exp (-(w / T)) * (1 - Real.cos (w * t)) / w * (1 - Real.exp (-(w / T)))⁻¹)
ho : occupation T w = Real.exp (-(w / T)) * (1 - Real.exp (-(w / T)))⁻¹
⊢ (fun n => boseTerm T t (n + 1) w) = fun i =>
    2 * Real.exp (-(w / T)) * (1 - Real.cos (w * t)) / w * Real.exp (-(w / T)) ^ i
Main.lean:20:59: error: unsolved goals
case e'_6
T w : ℝ
hT : 0 < T
hw : 0 < w
t : ℝ
hE : 1 < Real.exp (w / T)
hq : Real.exp (-(w / T)) < 1
h :
  HasSum (fun i => 2 * Real.exp (-(w / T)) * (1 - Real.cos (w * t)) / w * Real.exp (-(w / T)) ^ i)
    (2 * Real.exp (-(w / T)) * (1 - Real.cos (w * t)) / w * (1 - Real.exp (-(w / T)))⁻¹)
ho : occupation T w = Real.exp (-(w / T)) * (1 - Real.exp (-(w / T)))⁻¹
⊢ 2 * occupation T w * (1 - Real.cos (w * t)) / w =
    2 * Real.exp (-(w / T)) * (1 - Real.cos (w * t)) / w * (1 - Real.exp (-(w / T)))⁻¹
```

There are two independent faults. The first is a name: the constant `Real.exp_lt_one` does not exist here. The repair uses the equivalence `Real.exp_lt_one_iff`, whose direction `.2` gives exp(−w/T) < 1 from −w/T < 0.

The other three messages share one cause. `convert h using 1` left three goals, where the proof had bullets for two. The extra goal came first and asked that two expressions for the additive structure on the reals be equal. So `funext n`, meant for the terms of the series, met an equation between instances, which are not functions. The second bullet then met the equation between the terms, where `rw [ho]` found no `occupation T w`, and the equation between the sums was left unsolved.

The repair drops `convert`. It proves the equality of the terms as `hf` and of the sums as `hv`, by the same arguments as before, and rewrites the goal with both. Then `exact h` closes it, since Lean accepts the two forms of the additive structure as equal by definition.

The change, after which it compiles:

```diff
@@ -20,5 +20,5 @@
       (2 * occupation T w * (1 - Real.cos (w * t)) / w) := by
   have hE : 1 < Real.exp (w / T) := Real.one_lt_exp_iff.2 (div_pos hw hT)
-  have hq : Real.exp (-(w / T)) < 1 := Real.exp_lt_one (neg_neg_of_pos (div_pos hw hT))
+  have hq : Real.exp (-(w / T)) < 1 := Real.exp_lt_one_iff.2 (neg_neg_of_pos (div_pos hw hT))
   have h := (hasSum_geometric_of_lt_one (Real.exp_pos _).le hq).mul_left
     (2 * Real.exp (-(w / T)) * (1 - Real.cos (w * t)) / w)
@@ -30,6 +30,7 @@
     rw [occupation, ← div_eq_mul_inv, div_eq_div_iff h1 h2]
     linear_combination -h3
-  convert h using 1
-  · funext n
+  have hf : (fun n : ℕ => boseTerm T t (n + 1) w) = fun n : ℕ =>
+      2 * Real.exp (-(w / T)) * (1 - Real.cos (w * t)) / w * Real.exp (-(w / T)) ^ n := by
+    funext n
     have hp : Real.exp (-(((n + 1 : ℕ) : ℝ) / T) * w)
         = Real.exp (-(w / T)) * Real.exp (-(w / T)) ^ n := by
@@ -39,6 +40,11 @@
     rw [boseTerm, hp]
     ring
-  · rw [ho]
+  have hv : 2 * occupation T w * (1 - Real.cos (w * t)) / w
+      = 2 * Real.exp (-(w / T)) * (1 - Real.cos (w * t)) / w
+        * (1 - Real.exp (-(w / T)))⁻¹ := by
+    rw [ho]
     ring
+  rw [hf, hv]
+  exact h
 
 end
```
